# A potential with curl n·(∂ₓn × ∂ᵧn) for a C² unit-vector field that avoids the south pole

Diagonalise a two-band Hamiltonian on a grid of parameters: the eigenvalue equation leaves the phase of each normalised eigenvector free. If the phases returned by the solver vary irregularly from one grid point to the next, finite differences of the eigenvectors give a Berry potential dominated by phase jumps. For $H=\mathbf d\cdot\boldsymbol\sigma$ with an open gap, $\mathbf d\neq0$, the direction $\mathbf n=\mathbf d/|\mathbf d|$ has no such ambiguity, and a potential can be written directly in terms of it:

$$a_j=\frac{n_x\partial_j n_y-n_y\partial_j n_x}{1+n_z},\qquad \partial_x a_y-\partial_y a_x=\mathbf n\cdot(\partial_x\mathbf n\times\partial_y\mathbf n).$$

This holds on the whole plane if $\mathbf n$ is twice continuously differentiable and $n_z$ is never $-1$. With the convention $A_j=i\langle u|\partial_j u\rangle$ for a normalised eigenvector $u$, half of $a_j$ is a Berry potential of the lower band of $H$.

## The field, its density and its potential

The parameter space $E$ may be any real normed space.

```lean
import Mathlib

open Matrix

namespace ExplicitBerryPotential

noncomputable section

variable {E : Type*} [NormedAddCommGroup E] [NormedSpace ℝ E]
```

For a fixed direction $v$, write $\partial_v f(p)$ for the derivative of $f$ at $p$ applied to $v$. The vector $v$ is not normalised.

```lean
/-- The derivative of a real function `f` at the point `p` along the fixed direction `v`. -/
def dirDeriv (v : E) (f : E → ℝ) (p : E) : ℝ := fderiv ℝ f p v
```

The signed area density on the sphere is

$$D=\mathbf n\cdot(\partial_v\mathbf n\times\partial_w\mathbf n).$$

Components 0, 1, 2 in Lean are $x,y,z$ here.

```lean
/-- The density `n · (∂_v n × ∂_w n)` of a three-component field `n`. -/
def areaDensity (n : E → Fin 3 → ℝ) (v w p : E) : ℝ :=
  n p ⬝ᵥ (crossProduct (fun i => dirDeriv v (fun q => n q i) p)
    (fun i => dirDeriv w (fun q => n q i) p))
```

A sign $s=\pm1$ (not a spin) selects the pole at which the potential is regular:

$$a_v=\frac{s\,N_v}{1+s\,n_z},\qquad N_v=n_x\partial_v n_y-n_y\partial_v n_x.$$

The $s$ in the numerator is easily lost. With $1-n_z$ below and no minus sign above, the curl is $-D$.

```lean
/-- The potential `s (n_x ∂_v n_y - n_y ∂_v n_x) / (1 + s n_z)`, with a sign `s = ±1`,
on the domain where `1 + s n_z ≠ 0`. -/
def potential (s : ℝ) (n : E → Fin 3 → ℝ) (v p : E) : ℝ :=
  s * (n p 0 * dirDeriv v (fun q => n q 1) p - n p 1 * dirDeriv v (fun q => n q 0) p)
    / (1 + s * n p 2)
```

In polar angles, $\mathbf n=(\sin\theta\cos\varphi,\ \sin\theta\sin\varphi,\ \cos\theta)$.

```lean
/-- The unit-vector field with polar angle `θ` and azimuth `φ`. -/
def sphericalField (θ φ : E → ℝ) (p : E) : Fin 3 → ℝ :=
  ![Real.sin (θ p) * Real.cos (φ p), Real.sin (θ p) * Real.sin (φ p), Real.cos (θ p)]
```

## Second derivatives and quotients

If $f$ is twice continuously differentiable, $\partial_w f$ is differentiable, and its derivative along $v$ is the second derivative $f''(p)[v,w]$. Lean obtains this by composing the derivative of $f$ with the linear map "evaluate at $w$".

```lean
/-- The directional derivative of a twice continuously differentiable function is itself
differentiable, and its derivative is the second derivative. -/
theorem hasFDerivAt_dirDeriv {f : E → ℝ} (hf : ContDiff ℝ 2 f) (w p : E) :
    HasFDerivAt (dirDeriv w f)
      ((ContinuousLinearMap.apply ℝ ℝ w).comp (fderiv ℝ (fderiv ℝ f) p)) p := by
  have h1 : ContDiff ℝ 1 (fderiv ℝ f) := hf.fderiv_right (by norm_num)
  have h2 : DifferentiableAt ℝ (fderiv ℝ f) p := (h1.differentiable (by norm_num)) p
  exact (ContinuousLinearMap.apply ℝ ℝ w).hasFDerivAt.comp p h2.hasFDerivAt
```

Since $f''(p)$ is symmetric, $\partial_v\partial_w f=\partial_w\partial_v f$.

```lean
/-- Directional derivatives of a twice continuously differentiable function commute. -/
theorem dirDeriv_comm {f : E → ℝ} (hf : ContDiff ℝ 2 f) (v w p : E) :
    dirDeriv v (dirDeriv w f) p = dirDeriv w (dirDeriv v f) p := by
  change fderiv ℝ (dirDeriv w f) p v = fderiv ℝ (dirDeriv v f) p w
  rw [(hasFDerivAt_dirDeriv hf w p).fderiv, (hasFDerivAt_dirDeriv hf v p).fderiv]
  exact (hf.contDiffAt.isSymmSndFDerivAt (by simp)).eq v w
```

The potential is a quotient, so its derivative needs

$$\partial_v\frac fg=\frac{(\partial_v f)\,g-f\,\partial_v g}{g^2},\qquad g(p)\neq0.$$

The proof writes $f/g$ as $f\cdot g^{-1}$ and applies the product rule.

```lean
/-- Quotient rule for directional derivatives, for functions differentiable at a point where the
denominator is nonzero. -/
theorem dirDeriv_div {f g : E → ℝ} {p : E} (hf : DifferentiableAt ℝ f p)
    (hg : DifferentiableAt ℝ g p) (h0 : g p ≠ 0) (v : E) :
    dirDeriv v (fun q => f q / g q) p
      = (dirDeriv v f p * g p - f p * dirDeriv v g p) / g p ^ 2 := by
  have hi : HasFDerivAt (fun q => (g q)⁻¹) (-(g p ^ 2)⁻¹ • fderiv ℝ g p) p :=
    (hasDerivAt_inv h0).comp_hasFDerivAt p hg.hasFDerivAt
  have h : HasFDerivAt (fun q => f q * (g q)⁻¹)
      (f p • (-(g p ^ 2)⁻¹ • fderiv ℝ g p) + (g p)⁻¹ • fderiv ℝ f p) p :=
    hf.hasFDerivAt.mul hi
  have e : (fun q => f q / g q) = fun q => f q * (g q)⁻¹ :=
    funext fun q => div_eq_mul_inv _ _
  rw [e]
  change fderiv ℝ (fun q => f q * (g q)⁻¹) p v = _
  rw [h.fderiv]
  change f p * (-(g p ^ 2)⁻¹ * dirDeriv v g p) + (g p)⁻¹ * dirDeriv v f p = _
  field_simp
  ring
```

## What unit length implies

Differentiating $n_x^2+n_y^2+n_z^2=1$ gives $2\,\mathbf n\cdot\partial_v\mathbf n=0$, so the field changes only perpendicular to itself. Lean computes the derivative of the squared length twice, by the product rule and as the derivative of a constant, and equates the two.

Unit length is stated as `n q ⬝ᵥ n q = 1` because Mathlib's norm on `Fin 3 → ℝ` is the largest absolute component; `‖n q‖ = 1` would describe the surface of a cube.

```lean
/-- A differentiable field of unit vectors changes only perpendicular to itself:
`n · ∂_v n = 0`. -/
theorem unit_tangent {n : E → Fin 3 → ℝ} (hn : Differentiable ℝ n)
    (hunit : ∀ q, n q ⬝ᵥ n q = 1) (v p : E) :
    n p 0 * dirDeriv v (fun q => n q 0) p + n p 1 * dirDeriv v (fun q => n q 1) p
      + n p 2 * dirDeriv v (fun q => n q 2) p = 0 := by
  have hd (i : Fin 3) : HasFDerivAt (fun q => n q i) (fderiv ℝ (fun q => n q i) p) p :=
    (differentiableAt_pi.mp (hn p) i).hasFDerivAt
  have hS : ∀ q, n q 0 * n q 0 + n q 1 * n q 1 + n q 2 * n q 2 = 1 := fun q => by
    simpa [dotProduct, Fin.sum_univ_three] using hunit q
  have h := (((hd 0).mul (hd 0)).add ((hd 1).mul (hd 1))).add ((hd 2).mul (hd 2))
  -- the squared length is constant, so its derivative vanishes
  have hc : HasFDerivAt (fun q => n q 0 * n q 0 + n q 1 * n q 1 + n q 2 * n q 2)
      (0 : E →L[ℝ] ℝ) p := by
    rw [funext hS]
    exact hasFDerivAt_const 1 p
  have e := DFunLike.congr_fun (HasFDerivAt.unique h hc) v
  change (n p 0 * dirDeriv v (fun q => n q 0) p + n p 0 * dirDeriv v (fun q => n q 0) p)
    + (n p 1 * dirDeriv v (fun q => n q 1) p + n p 1 * dirDeriv v (fun q => n q 1) p)
    + (n p 2 * dirDeriv v (fun q => n q 2) p + n p 2 * dirDeriv v (fun q => n q 2) p)
    = 0 at e
  linear_combination e / 2
```

In components,

$$\begin{aligned}D={}&n_x(\partial_v n_y\,\partial_w n_z-\partial_v n_z\,\partial_w n_y)\\&+n_y(\partial_v n_z\,\partial_w n_x-\partial_v n_x\,\partial_w n_z)+n_zJ,\end{aligned}$$

where $J=\partial_v n_x\,\partial_w n_y-\partial_v n_y\,\partial_w n_x$ is the $z$ component of the cross product.

```lean
/-- The density `n · (∂_v n × ∂_w n)` written out in components. -/
theorem areaDensity_eq (n : E → Fin 3 → ℝ) (v w p : E) :
    areaDensity n v w p =
      n p 0 * (dirDeriv v (fun q => n q 1) p * dirDeriv w (fun q => n q 2) p
        - dirDeriv v (fun q => n q 2) p * dirDeriv w (fun q => n q 1) p)
      + n p 1 * (dirDeriv v (fun q => n q 2) p * dirDeriv w (fun q => n q 0) p
        - dirDeriv v (fun q => n q 0) p * dirDeriv w (fun q => n q 2) p)
      + n p 2 * (dirDeriv v (fun q => n q 0) p * dirDeriv w (fun q => n q 1) p
        - dirDeriv v (fun q => n q 1) p * dirDeriv w (fun q => n q 0) p) := by
  simp [areaDensity, cross_apply, dotProduct, Fin.sum_univ_three]
```

Both $\partial_v\mathbf n$ and $\partial_w\mathbf n$ are perpendicular to $\mathbf n$, so their cross product is a multiple of $\mathbf n$. Taking the dot product with $\mathbf n$ identifies the factor:

$$\partial_v\mathbf n\times\partial_w\mathbf n=D\,\mathbf n,\qquad J=n_zD.$$

Lean reaches the second equation algebraically, as a combination of $\mathbf n\cdot\mathbf n=1$ and the two perpendicularity relations.

```lean
/-- For a differentiable unit-vector field, the z component of `∂_v n × ∂_w n` is `n_z` times
the density `n · (∂_v n × ∂_w n)`. -/
theorem cross_z_eq {n : E → Fin 3 → ℝ} (hn : Differentiable ℝ n)
    (hunit : ∀ q, n q ⬝ᵥ n q = 1) (v w p : E) :
    dirDeriv v (fun q => n q 0) p * dirDeriv w (fun q => n q 1) p
      - dirDeriv v (fun q => n q 1) p * dirDeriv w (fun q => n q 0) p
      = n p 2 * areaDensity n v w p := by
  have hS : n p 0 * n p 0 + n p 1 * n p 1 + n p 2 * n p 2 = 1 := by
    simpa [dotProduct, Fin.sum_univ_three] using hunit p
  have hv := unit_tangent hn hunit v p
  have hw := unit_tangent hn hunit w p
  rw [areaDensity_eq]
  generalize dirDeriv v (fun q => n q 0) p = a at *
  generalize dirDeriv v (fun q => n q 1) p = b at *
  generalize dirDeriv w (fun q => n q 0) p = c at *
  generalize dirDeriv w (fun q => n q 1) p = d at *
  linear_combination (-(a * d - b * c)) * hS - n p 0 * (b * hw - d * hv)
    - n p 1 * (c * hv - a * hw)
```

## The curl

Put $g=1+s\,n_z$. The quotient rule gives

$$\partial_v a_w=\frac{s\,g\,\partial_vN_w-s^2N_w\,\partial_v n_z}{g^2}.$$

Now subtract the same expression with $v$ and $w$ exchanged. The second derivatives cancel in

$$\partial_vN_w-\partial_wN_v=2J,$$

and the component formula for $D$ gives

$$N_w\,\partial_v n_z-N_v\,\partial_w n_z=-(D-n_zJ).$$

With $s^2=1$ and $J=n_zD$,

$$\begin{aligned}g^2(\partial_v a_w-\partial_w a_v)&=2s\,gJ+D-n_zJ\\&=(1+2s\,n_z+n_z^2)D=g^2D.\end{aligned}$$

Dividing by $g^2$ gives the result at every point where $g\neq0$.

In the theorem, `hn` and `hunit` require a twice continuously differentiable unit field on all of $E$, while `hp` excludes the bad pole only at the point $p$ considered. Inside the proof, `key` is the formula for $\partial_v a_w$; `c0` and `c1` cancel the second derivatives, and `hJ`, `hD` and `hs` supply the remaining substitutions in the final `linear_combination`.

```lean
/-- For a twice continuously differentiable unit-vector field and a sign `s = ±1`, the curl of
the potential is `n · (∂_v n × ∂_w n)` at every point where `1 + s n_z ≠ 0`. -/
theorem curl_potential {n : E → Fin 3 → ℝ} (hn : ContDiff ℝ 2 n)
    (hunit : ∀ q, n q ⬝ᵥ n q = 1) {s : ℝ} (hs : s ^ 2 = 1) {p : E}
    (hp : 1 + s * n p 2 ≠ 0) (v w : E) :
    dirDeriv v (potential s n w) p - dirDeriv w (potential s n v) p
      = areaDensity n v w p := by
  have hc (i : Fin 3) : ContDiff ℝ 2 (fun q => n q i) := contDiff_pi.mp hn i
  have hd (i : Fin 3) : HasFDerivAt (fun q => n q i) (fderiv ℝ (fun q => n q i) p) p :=
    ((hc i).differentiable (by norm_num) p).hasFDerivAt
  have hdd (i : Fin 3) (b : E) : HasFDerivAt (dirDeriv b (fun q => n q i))
      (fderiv ℝ (dirDeriv b (fun q => n q i)) p) p :=
    (hasFDerivAt_dirDeriv (hc i) b p).differentiableAt.hasFDerivAt
  -- derivative along `a` of the component of the potential along `b`
  have key (a b : E) : dirDeriv a (potential s n b) p =
      (s * ((n p 0 * dirDeriv a (dirDeriv b (fun q => n q 1)) p
          + dirDeriv b (fun q => n q 1) p * dirDeriv a (fun q => n q 0) p)
        - (n p 1 * dirDeriv a (dirDeriv b (fun q => n q 0)) p
          + dirDeriv b (fun q => n q 0) p * dirDeriv a (fun q => n q 1) p))
        * (1 + s * n p 2)
      - s * (n p 0 * dirDeriv b (fun q => n q 1) p - n p 1 * dirDeriv b (fun q => n q 0) p)
        * (s * dirDeriv a (fun q => n q 2) p)) / (1 + s * n p 2) ^ 2 := by
    have hN := (((hd 0).mul (hdd 1 b)).sub ((hd 1).mul (hdd 0 b))).const_mul s
    have hG := ((hd 2).const_mul s).const_add 1
    have h := dirDeriv_div hN.differentiableAt hG.differentiableAt hp a
    have eN := DFunLike.congr_fun hN.fderiv a
    have eG := DFunLike.congr_fun hG.fderiv a
    change dirDeriv a _ p = _ at eN
    change dirDeriv a _ p = _ at eG
    rw [eN, eG] at h
    exact h
  have hJ := cross_z_eq (hn.differentiable (by norm_num)) hunit v w p
  have hD := areaDensity_eq n v w p
  have c0 := dirDeriv_comm (hc 0) v w p
  have c1 := dirDeriv_comm (hc 1) v w p
  rw [key v w, key w v, ← sub_div, div_eq_iff (pow_ne_zero 2 hp)]
  -- second derivatives cancel, and the unit length supplies the remaining factor
  linear_combination (2 * s + s ^ 2 * n p 2) * hJ - s ^ 2 * hD + areaDensity n v w p * hs
    + s * (1 + s * n p 2) * n p 0 * c1 - s * (1 + s * n p 2) * n p 1 * c0
```

On the plane, the directions $(1,0)$ and $(0,1)$ give $\partial_x$ and $\partial_y$. Thus `a (1, 0)` is $a_x$ and `a (0, 1)` is $a_y$. The hypothesis `ha` is the defining formula for $a$, and `hpole` says that $n_z\neq-1$ everywhere. The proof recognises $a$ as the case $s=1$.

```lean
/-- For a twice continuously differentiable unit-vector field on the plane with `n_z` never `-1`,
the field `a_j = (n_x ∂_j n_y - n_y ∂_j n_x) / (1 + n_z)` has curl
`∂_x a_y - ∂_y a_x = n · (∂_x n × ∂_y n)` everywhere. -/
theorem curl_potential_plane {n : ℝ × ℝ → Fin 3 → ℝ} (hn : ContDiff ℝ 2 n)
    (hunit : ∀ q, n q ⬝ᵥ n q = 1) (hpole : ∀ q, n q 2 ≠ -1)
    (a : ℝ × ℝ → ℝ × ℝ → ℝ)
    (ha : ∀ v q, a v q = (n q 0 * dirDeriv v (fun r => n r 1) q
      - n q 1 * dirDeriv v (fun r => n r 0) q) / (1 + n q 2)) (p : ℝ × ℝ) :
    dirDeriv (1, 0) (a (0, 1)) p - dirDeriv (0, 1) (a (1, 0)) p
      = areaDensity n (1, 0) (0, 1) p := by
  have e (v : ℝ × ℝ) : a v = potential 1 n v := by
    funext q
    simp only [ha, potential, one_mul]
  rw [e, e]
  exact curl_potential hn hunit (by norm_num)
    (fun h => hpole p (by linear_combination h)) _ _
```

## Polar angles and the change of gauge

Substituting the angles, the terms with $\partial_v\theta$ cancel and $N_v=\sin^2\theta\,\partial_v\varphi$. Because $\sin^2\theta=(1-s\cos\theta)(1+s\cos\theta)$,

$$a_v=s(1-s\cos\theta)\,\partial_v\varphi=(s-\cos\theta)\,\partial_v\varphi.$$

The angles need only be differentiable at $p$, and $1+s\cos\theta$ must be nonzero there. In Lean, `e0` and `e1` differentiate the $x$ and $y$ components, and the Pythagorean identities finish the algebra.

```lean
/-- In differentiable polar angles the potential with sign `s = ±1` is `(s - cos θ) ∂_v φ`,
wherever `1 + s cos θ ≠ 0`. -/
theorem potential_spherical {θ φ : E → ℝ} {p : E} (hθ : DifferentiableAt ℝ θ p)
    (hφ : DifferentiableAt ℝ φ p) {s : ℝ} (hs : s ^ 2 = 1)
    (hp : 1 + s * Real.cos (θ p) ≠ 0) (v : E) :
    potential s (sphericalField θ φ) v p = (s - Real.cos (θ p)) * dirDeriv v φ p := by
  have e0 : dirDeriv v (fun q => sphericalField θ φ q 0) p
      = Real.sin (θ p) * (-Real.sin (φ p) * dirDeriv v φ p)
        + Real.cos (φ p) * (Real.cos (θ p) * dirDeriv v θ p) :=
    DFunLike.congr_fun (hθ.hasFDerivAt.sin.mul hφ.hasFDerivAt.cos).fderiv v
  have e1 : dirDeriv v (fun q => sphericalField θ φ q 1) p
      = Real.sin (θ p) * (Real.cos (φ p) * dirDeriv v φ p)
        + Real.sin (φ p) * (Real.cos (θ p) * dirDeriv v θ p) :=
    DFunLike.congr_fun (hθ.hasFDerivAt.sin.mul hφ.hasFDerivAt.sin).fderiv v
  have k0 : sphericalField θ φ p 0 = Real.sin (θ p) * Real.cos (φ p) := rfl
  have k1 : sphericalField θ φ p 1 = Real.sin (θ p) * Real.sin (φ p) := rfl
  have k2 : sphericalField θ φ p 2 = Real.cos (θ p) := rfl
  rw [potential, e0, e1, k0, k1, k2, div_eq_iff hp]
  linear_combination
    s * Real.sin (θ p) ^ 2 * dirDeriv v φ p * Real.sin_sq_add_cos_sq (φ p)
    + s * dirDeriv v φ p * Real.sin_sq_add_cos_sq (θ p)
    - dirDeriv v φ p * Real.cos (θ p) * hs
```

The step from this field to a quantum state is made here by hand, since the Lean definitions contain no Hamiltonian or eigenvector. The lower eigenvector of $\mathbf n\cdot\boldsymbol\sigma$ can be chosen as

$$u=\bigl(-e^{-i\varphi}\sin\tfrac\theta2,\ \cos\tfrac\theta2\bigr),$$

and then

$$i\langle u|\partial_v u\rangle=\tfrac12(1-\cos\theta)\,\partial_v\varphi,$$

which is half the potential with $s=1$. In this convention the lower band has Berry curvature $D/2$, and the upper band has $-D/2$.

Where $\sin\theta\neq0$, both signs are allowed, and the two potentials differ by

$$(1-\cos\theta)\,\partial_v\varphi-(-1-\cos\theta)\,\partial_v\varphi=2\,\partial_v\varphi.$$

For the Berry potential the difference is half of this, $\partial_v\varphi$, which corresponds to multiplying $u$ by $e^{i\varphi}$. The Lean proof first shows that $\sin\theta\neq0$ makes both denominators nonzero, then subtracts the two polar formulas.

```lean
/-- Away from the poles, and for differentiable polar angles, the potentials with signs `+1` and
`-1` differ by the gauge term `2 ∂_v φ`. -/
theorem potential_gauge_change {θ φ : E → ℝ} {p : E} (hθ : DifferentiableAt ℝ θ p)
    (hφ : DifferentiableAt ℝ φ p) (hp : Real.sin (θ p) ≠ 0) (v : E) :
    potential 1 (sphericalField θ φ) v p - potential (-1) (sphericalField θ φ) v p
      = 2 * dirDeriv v φ p := by
  have hsq := Real.sin_sq_add_cos_sq (θ p)
  have h1 : 1 + 1 * Real.cos (θ p) ≠ 0 := fun h =>
    pow_ne_zero 2 hp (by linear_combination hsq + (1 - Real.cos (θ p)) * h)
  have h2 : 1 + (-1) * Real.cos (θ p) ≠ 0 := fun h =>
    pow_ne_zero 2 hp (by linear_combination hsq + (1 + Real.cos (θ p)) * h)
  rw [potential_spherical hθ hφ (by norm_num) h1, potential_spherical hθ hφ (by norm_num) h2]
  ring

end

end ExplicitBerryPotential
```

```lean
#print axioms ExplicitBerryPotential.curl_potential
-- 'ExplicitBerryPotential.curl_potential' depends on axioms: [propext, Classical.choice, Quot.sound]
#print axioms ExplicitBerryPotential.curl_potential_plane
-- 'ExplicitBerryPotential.curl_potential_plane' depends on axioms: [propext, Classical.choice, Quot.sound]
#print axioms ExplicitBerryPotential.potential_gauge_change
-- 'ExplicitBerryPotential.potential_gauge_change' depends on axioms: [propext, Classical.choice, Quot.sound]
```
